# A two-site ground state whose rank-two Schmidt truncation has a higher energy than its rank-one truncation

Suppose a DMRG state is compressed to several bond dimensions without reoptimization, and the energy rises when one more Schmidt term is kept. Someone who expects it to fall may search for a bug that does not exist. The variational principle orders the minimum energies over nested sets of states, but a truncated ground state is generally not a minimizer in its set. The example below, one specially built Hamiltonian on two three-level sites with a single bond, shows the rise in exact fractions.

## The Hamiltonian and its states

```lean
import Mathlib

open Matrix

namespace SchmidtTruncationEnergy

noncomputable section

/-- Amplitudes of a state of two three-level sites in the product basis `e_ij`. -/
abbrev State := Fin 3 × Fin 3 → ℂ
```

A state $\varphi$ is a table of nine complex amplitudes $\varphi_{ij}$ in the product basis $e_{ij}=e_i\otimes e_j$. `Fin 3` is the index set $\{0,1,2\}$, so counting starts at zero.

```lean
/-- The state `a e00 + b e11 + c e22` with real coefficients. -/
def diagState (a b c : ℝ) : State :=
  fun p => if p.1 = p.2 then ((![a, b, c] p.1 : ℝ) : ℂ) else 0
```

`diagState a b c` is $a\,e_{00}+b\,e_{11}+c\,e_{22}$ with real $a,b,c$. The list `![a, b, c]` is read at the common index, and all other amplitudes are zero.

```lean
/-- The vector `u = e11 - 2 e22`. -/
def uVec : State := diagState 0 1 (-2)
```

This is $u=e_{11}-2e_{22}$.

```lean
/-- The vector `v = 5 e00 - 6 e11 - 3 e22`. -/
def vVec : State := diagState 5 (-6) (-3)
```

This is $v=5e_{00}-6e_{11}-3e_{22}$.

```lean
/-- The Hamiltonian `u uᵀ + v vᵀ / 100 + Q`, where `Q` projects onto all `e_ij` with `i ≠ j`. -/
def hamiltonian : Matrix (Fin 3 × Fin 3) (Fin 3 × Fin 3) ℂ :=
  vecMulVec uVec uVec + (1 / 100 : ℂ) • vecMulVec vVec vVec
    + diagonal (fun p => if p.1 = p.2 then 0 else 1)
```

In ordinary notation,
$$H=uu^T+\tfrac1{100}vv^T+Q,\qquad Q=\sum_{i\ne j}|e_{ij}\rangle\langle e_{ij}|.$$
`vecMulVec` is the outer product; since $u$ and $v$ are real, it needs no conjugation. $Q$ charges one unit of energy when the sites are in different levels. The other two terms penalize overlap with $u$ and with $v$. These vectors are not normalized: $\langle u|u\rangle=5$ and $\langle v|v\rangle=70$, so the penalties on the corresponding unit vectors are $5$ and $\tfrac7{10}$. Energies are dimensionless.

```lean
/-- The real part of `⟨φ|H|φ⟩`, without normalization. -/
def expect (φ : State) : ℝ := (star φ ⬝ᵥ (hamiltonian *ᵥ φ)).re
```

`star φ` conjugates each amplitude, `*ᵥ` applies a matrix to a vector, and `⬝ᵥ` is the plain sum of products. Thus `expect φ` is $\mathrm{Re}\,\langle\varphi|H|\varphi\rangle$.

```lean
/-- The squared norm `⟨φ|φ⟩`. -/
def weight (φ : State) : ℝ := (star φ ⬝ᵥ φ).re
```

This is $\langle\varphi|\varphi\rangle$. States are left unnormalized, which keeps square roots out of the calculation.

```lean
/-- The energy of the normalized state, `⟨φ|H|φ⟩ / ⟨φ|φ⟩`, for `φ ≠ 0`. -/
def energy (φ : State) : ℝ := expect φ / weight φ
```

Dividing by the squared norm gives the energy of the normalized state.

```lean
/-- The fidelity `|⟨φ|χ⟩|² / (⟨φ|φ⟩ ⟨χ|χ⟩)` of two nonzero states. -/
def fidelity (φ χ : State) : ℝ :=
  Complex.normSq (star φ ⬝ᵥ χ) / (weight φ * weight χ)
```

The fidelity is likewise normalized, for both of its arguments.

```lean
/-- The state `3 e00 + 2 e11 + e22`. -/
def ground : State := diagState 3 2 1
```

`ground` is $g=3e_{00}+2e_{11}+e_{22}$, with $\langle g|g\rangle=14$. The name is justified by a theorem below.

```lean
/-- The Schmidt coefficients 3, 2, 1, before normalization. -/
def schmidtCoeff : Fin 3 → ℝ := ![3, 2, 1]
```

After normalization, the Schmidt coefficients are $3/\sqrt{14}$, $2/\sqrt{14}$ and $1/\sqrt{14}$.

```lean
/-- The sum of the first `r` Schmidt terms `s_k e_k ⊗ e_k`. -/
def truncation (r : ℕ) : State := fun p =>
  ∑ k : Fin 3, if k.val < r then
    (schmidtCoeff k : ℂ) * ((Pi.single k 1 : Fin 3 → ℂ) p.1 * (Pi.single k 1 : Fin 3 → ℂ) p.2)
  else 0
```

`truncation r` keeps the terms $s_k\,e_k\otimes e_k$ with $k<r$, where $s_k$ is `schmidtCoeff k`. `Pi.single k 1` is the basis vector $e_k$ of one site.

## Zero energy fixes the state

```lean
lemma diag_dot (a b c : ℝ) (φ : State) :
    diagState a b c ⬝ᵥ φ = a * φ (0, 0) + b * φ (1, 1) + c * φ (2, 2) := by
  simp [dotProduct, Fintype.sum_prod_type, Fin.sum_univ_three, diagState]
```

For a diagonal vector, the dot product reduces to $a\varphi_{00}+b\varphi_{11}+c\varphi_{22}$. The proof writes out the nine-term sum.

```lean
lemma star_diag (a b c : ℝ) : star (diagState a b c) = diagState a b c := by
  ext p
  by_cases h : p.1 = p.2 <;> simp [diagState, h]
```

Conjugation leaves a real diagonal state unchanged. The two cases are equal and unequal indices.

```lean
lemma hamiltonian_mulVec (φ : State) :
    hamiltonian *ᵥ φ = fun p => uVec p * (uVec ⬝ᵥ φ) + 1 / 100 * (vVec p * (vVec ⬝ᵥ φ))
      + (if p.1 = p.2 then 0 else φ p) := by
  ext p
  simp only [hamiltonian, Matrix.mulVec, dotProduct, Matrix.add_apply, Matrix.smul_apply,
    vecMulVec_apply, diagonal_apply, smul_eq_mul, add_mul, Finset.sum_add_distrib,
    Finset.mul_sum, ite_mul, zero_mul, one_mul, Finset.sum_ite_eq, Finset.mem_univ, if_true,
    mul_assoc]
```

This is the action of $H$, component by component:
$$(H\varphi)_p=u_p(u\cdot\varphi)+\tfrac1{100}v_p(v\cdot\varphi)+(Q\varphi)_p .$$
The proof expands the matrix product and moves the constant factors inside the sums, where the two sides agree term by term.

```lean
/-- The unnormalized `⟨φ|H|φ⟩` is real: it is `|u·φ|² + |v·φ|²/100` plus the total weight of `φ` on
the basis states `e_ij` with `i ≠ j`. -/
theorem quadratic_form (φ : State) :
    star φ ⬝ᵥ (hamiltonian *ᵥ φ) =
      ((Complex.normSq (uVec ⬝ᵥ φ) + Complex.normSq (vVec ⬝ᵥ φ) / 100
        + ∑ p : Fin 3 × Fin 3, (if p.1 = p.2 then 0 else Complex.normSq (φ p)) : ℝ) : ℂ) := by
  rw [hamiltonian_mulVec]
  simp only [uVec, vVec, diag_dot]
  -- real numbers are unchanged by conjugation
  have c2 : (starRingEnd ℂ) 2 = 2 := Complex.ext (by simp) (by simp)
  have c3 : (starRingEnd ℂ) 3 = 3 := Complex.ext (by simp) (by simp)
  have c5 : (starRingEnd ℂ) 5 = 5 := Complex.ext (by simp) (by simp)
  have c6 : (starRingEnd ℂ) 6 = 6 := Complex.ext (by simp) (by simp)
  simp [dotProduct, Fintype.sum_prod_type, Fin.sum_univ_three, diagState,
    Complex.normSq_eq_conj_mul_self]
  simp only [c2, c3, c5, c6]
  ring
```

Multiply the previous formula by $\varphi_p^*$ and sum over $p$. Because $u$ is real, $\sum_p\varphi_p^*u_p=(u\cdot\varphi)^*$, and the same holds for $v$. Hence
$$\langle\varphi|H|\varphi\rangle=|u\cdot\varphi|^2+\tfrac1{100}|v\cdot\varphi|^2+\sum_{i\neq j}|\varphi_{ij}|^2 .$$
The right-hand side is real, so taking the real part in `expect` loses nothing. In the proof, `c2` to `c6` say that the numbers 2, 3, 5 and 6 equal their conjugates, and `ring` then matches the two polynomials.

```lean
/-- No state has negative energy, and `⟨φ|H|φ⟩` vanishes exactly for the multiples of
`3 e00 + 2 e11 + e22`. -/
theorem ground_state_unique (φ : State) :
    0 ≤ expect φ ∧ (expect φ = 0 ↔ ∃ c : ℂ, φ = c • ground) := by
  have hE : expect φ = Complex.normSq (uVec ⬝ᵥ φ) + Complex.normSq (vVec ⬝ᵥ φ) / 100
      + ∑ p : Fin 3 × Fin 3, (if p.1 = p.2 then 0 else Complex.normSq (φ p)) := by
    rw [expect, quadratic_form, Complex.ofReal_re]
  have hu := Complex.normSq_nonneg (uVec ⬝ᵥ φ)
  have hv := Complex.normSq_nonneg (vVec ⬝ᵥ φ)
  have hp : ∀ p ∈ (Finset.univ : Finset (Fin 3 × Fin 3)),
      0 ≤ (if p.1 = p.2 then 0 else Complex.normSq (φ p)) := by
    intro p _
    split_ifs
    · exact le_refl _
    · exact Complex.normSq_nonneg _
  have hs := Finset.sum_nonneg hp
  refine ⟨by rw [hE]; linarith, ?_, ?_⟩
  · intro h0
    rw [hE] at h0
    -- each of the nonnegative contributions vanishes
    have h1 : uVec ⬝ᵥ φ = 0 := Complex.normSq_eq_zero.mp (by linarith)
    have h2 : vVec ⬝ᵥ φ = 0 := Complex.normSq_eq_zero.mp (by linarith)
    have h3 := (Finset.sum_eq_zero_iff_of_nonneg hp).mp (by linarith)
    rw [uVec, diag_dot] at h1
    rw [vVec, diag_dot] at h2
    push_cast at h1 h2
    have h11 : φ (1, 1) = φ (2, 2) * 2 := by linear_combination h1
    have h00 : φ (0, 0) = φ (2, 2) * 3 := by
      linear_combination (1 / 5 : ℂ) * h2 + (6 / 5 : ℂ) * h1
    refine ⟨φ (2, 2), ?_⟩
    ext ⟨i, j⟩
    by_cases hij : i = j
    · subst hij
      fin_cases i <;> simp [ground, diagState, h00, h11]
    · have h4 := h3 (i, j) (Finset.mem_univ _)
      rw [if_neg hij] at h4
      simp [ground, diagState, hij, Complex.normSq_eq_zero.mp h4]
  · rintro ⟨c, rfl⟩
    have h1 : uVec ⬝ᵥ (c • ground) = 0 := by
      rw [uVec, diag_dot]
      simp [ground, diagState]
      ring
    have h2 : vVec ⬝ᵥ (c • ground) = 0 := by
      rw [vVec, diag_dot]
      simp [ground, diagState]
      ring
    rw [hE, h1, h2, Finset.sum_eq_zero]
    · simp
    · intro p _
      by_cases h : p.1 = p.2 <;> simp [ground, diagState, h]
```

The theorem says that $\langle\varphi|H|\varphi\rangle\ge0$ for every $\varphi$, with equality exactly when $\varphi=c\,g$ for some complex $c$. So $g$ spans the ground space, and the ground-state energy is zero.

By hand, a vanishing sum of nonnegative terms has only vanishing terms. All off-diagonal amplitudes are therefore zero, and
$$\varphi_{11}-2\varphi_{22}=0,\qquad 5\varphi_{00}-6\varphi_{11}-3\varphi_{22}=0 .$$
The first equation gives $\varphi_{11}=2\varphi_{22}$, and the second then gives $\varphi_{00}=3\varphi_{22}$, so $\varphi=\varphi_{22}\,g$. Conversely, $u\cdot g=2-2=0$, $v\cdot g=15-12-3=0$, and $g$ has no off-diagonal amplitudes.

In Lean, `hE` is the quadratic form, and `h1`, `h2` and `h3` are the vanishing terms. The two `linear_combination` lines solve the equations, and the `rintro` branch checks the converse.

## Truncation energies and fidelities

```lean
/-- The Schmidt coefficients are positive and strictly decreasing, the three Schmidt terms
add up to `3 e00 + 2 e11 + e22`, and the shorter sums are `3 e00` and `3 e00 + 2 e11`. -/
theorem schmidt_expansion :
    (0 < schmidtCoeff 2 ∧ schmidtCoeff 2 < schmidtCoeff 1 ∧ schmidtCoeff 1 < schmidtCoeff 0) ∧
    truncation 3 = ground ∧ truncation 1 = diagState 3 0 0 ∧
    truncation 2 = diagState 3 2 0 := by
  have hs : 0 < schmidtCoeff 2 ∧ schmidtCoeff 2 < schmidtCoeff 1 ∧
      schmidtCoeff 1 < schmidtCoeff 0 := by
    change (0 : ℝ) < 1 ∧ (1 : ℝ) < 2 ∧ (2 : ℝ) < 3
    norm_num
  refine ⟨hs, ?_, ?_, ?_⟩ <;>
  · ext ⟨i, j⟩
    fin_cases i <;> fin_cases j <;>
      simp [truncation, ground, diagState, schmidtCoeff, Fin.sum_univ_three, Pi.single_apply]
```

The coefficients are positive and strictly decreasing, and all three terms add up to $g$. The shorter sums are $3e_{00}$ and $3e_{00}+2e_{11}$. The proof compares the amplitudes for all nine index pairs.

```lean
lemma expect_diag (a b c : ℝ) :
    expect (diagState a b c) = (b - 2 * c) ^ 2 + (5 * a - 6 * b - 3 * c) ^ 2 / 100 := by
  rw [expect, quadratic_form, Complex.ofReal_re]
  simp only [uVec, vVec, diag_dot]
  simp [diagState, Fintype.sum_prod_type, Fin.sum_univ_three, Complex.normSq_apply]
  ring
```

For a diagonal state, the quadratic form becomes
$$(b-2c)^2+\tfrac1{100}(5a-6b-3c)^2 .$$

```lean
lemma weight_diag (a b c : ℝ) : weight (diagState a b c) = a ^ 2 + b ^ 2 + c ^ 2 := by
  rw [weight, star_diag, diag_dot]
  simp [diagState]
  ring
```

Its squared norm is $a^2+b^2+c^2$.

```lean
/-- The normalized Schmidt truncations of `3 e00 + 2 e11 + e22` have energy 1/4 at rank one
and 409/1300 at rank two, so the second Schmidt term raises the energy. -/
theorem truncation_energies :
    energy (truncation 1) = 1 / 4 ∧ energy (truncation 2) = 409 / 1300 ∧
      energy (truncation 1) < energy (truncation 2) := by
  obtain ⟨-, -, h1, h2⟩ := schmidt_expansion
  rw [h1, h2]
  simp only [energy, expect_diag, weight_diag]
  norm_num
```

Inserting $(a,b,c)=(3,0,0)$ and $(3,2,0)$ gives
$$E_1=\frac{15^2/100}{9}=\frac14,\qquad E_2=\frac{2^2+3^2/100}{13}=\frac{409}{1300}\approx0.315 .$$
In $g$, the amplitudes on $e_{11}$ and $e_{22}$ cancel in $u\cdot g$. The rank-two truncation keeps the first and drops the second, so the $u$ term adds $\tfrac4{13}$ to its energy; the rank-one truncation has neither, and its $u$ term is zero. This outweighs the fall of the $v$ term from $\tfrac14$ to $\tfrac9{1300}$. Lean substitutes the explicit truncations, and `norm_num` does the arithmetic.

```lean
/-- The fidelity with `3 e00 + 2 e11 + e22` is 9/14 for the rank-one truncation and 13/14
for the rank-two truncation. -/
theorem truncation_fidelities :
    fidelity ground (truncation 1) = 9 / 14 ∧ fidelity ground (truncation 2) = 13 / 14 := by
  obtain ⟨-, -, h1, h2⟩ := schmidt_expansion
  rw [h1, h2]
  simp only [fidelity, ground, star_diag, diag_dot, weight_diag]
  constructor <;> simp [diagState, Complex.normSq_apply] <;> norm_num
```

The overlaps of $g$ with the truncations are 9 and 13, so the fidelities are
$$\frac{9^2}{14\cdot9}=\frac9{14},\qquad\frac{13^2}{14\cdot13}=\frac{13}{14}.$$
The truncation closer to the ground state has the higher energy.

```lean
/-- With new coefficients on the same two Schmidt terms, the state `4 e00 + e11` has energy
74/425, which is below the energies of both truncations. -/
theorem reoptimized_energy :
    energy (diagState 4 1 0) = 74 / 425 ∧
      energy (diagState 4 1 0) < energy (truncation 1) ∧
      energy (diagState 4 1 0) < energy (truncation 2) := by
  obtain ⟨h1, h2, -⟩ := truncation_energies
  rw [h1, h2]
  simp only [energy, expect_diag, weight_diag]
  norm_num

end

end SchmidtTruncationEnergy
```

Changing only the coefficients on $e_{00}$ and $e_{11}$ already helps. For $4e_{00}+e_{11}$, or $(4e_{00}+e_{11})/\sqrt{17}$ when normalized, the energy is
$$\frac{1^2+14^2/100}{17}=\frac{74}{425}\approx0.174,$$
below both truncations. Despite the theorem's name, this is not the exact minimum in the two-term space: $H$ sends $4e_{00}+e_{11}$ to $\tfrac7{10}e_{00}+\tfrac4{25}e_{11}-\tfrac{121}{50}e_{22}$, whose part in that space is not proportional to $4e_{00}+e_{11}$. The proof uses the same two diagonal formulas as before.

```lean
#print axioms SchmidtTruncationEnergy.ground_state_unique
#print axioms SchmidtTruncationEnergy.truncation_energies
#print axioms SchmidtTruncationEnergy.truncation_fidelities
#print axioms SchmidtTruncationEnergy.reoptimized_energy
```

```
'SchmidtTruncationEnergy.ground_state_unique' depends on axioms: [propext, Classical.choice, Quot.sound]
'SchmidtTruncationEnergy.truncation_energies' depends on axioms: [propext, Classical.choice, Quot.sound]
'SchmidtTruncationEnergy.truncation_fidelities' depends on axioms: [propext, Classical.choice, Quot.sound]
'SchmidtTruncationEnergy.reoptimized_energy' depends on axioms: [propext, Classical.choice, Quot.sound]
```
